# At J = 2t, the two-site t-J Hamiltonian is −t times a graded swap plus a density term

Label the states of a site 0 (empty), 1 (spin up) and 2 (spin down), and let $|a,b\rangle$ have $a$ on the left and $b$ on the right. The exchange term $E=\mathbf S_L\cdot\mathbf S_R-n_Ln_R/4$ acts on an antiparallel pair as

$$2tE\,|1,2\rangle=t|2,1\rangle-t|1,2\rangle .$$

Let $\Pi$ swap the two labels, with a minus sign when both sites are occupied. Then $\Pi|1,2\rangle=-|2,1\rangle$, and the right-hand side is $\left[-t\Pi+t(1-n_L-n_R)\right]|1,2\rangle$. For one electron the density term vanishes and hopping does the swapping. The full Hamiltonian at $J=2t$, hopping with amplitude $-t$ plus $2tE$, equals $-t\Pi+t(1-n_L-n_R)$ on all nine states.

## Electrons without double occupancy

Operators are complex $9\times9$ matrices, indexed by pairs of site states. Double occupancy is absent from the space itself.

```lean
import Mathlib

open Matrix
open scoped Kronecker

namespace SupersymmetricTJBond

noncomputable section

/-- Operators on the nine states of two sites; on each site 0 is empty, 1 is up, 2 is down. -/
abbrev Op := Matrix (Fin 3 × Fin 3) (Fin 3 × Fin 3) ℂ
```

On one site, the Hubbard operator is $X^{ab}=|a\rangle\langle b|$.

```lean
/-- The Hubbard operator of one site, which takes state `b` to state `a`. -/
def hubbardX (a b : Fin 3) : Matrix (Fin 3) (Fin 3) ℂ :=
  Matrix.of fun i j => if i = a ∧ j = b then 1 else 0
```

The parity $P=\mathrm{diag}(1,-1,-1)$ supplies the fermionic sign.

```lean
/-- The fermion parity of one site: plus on the empty state, minus on an electron. -/
def parity : Matrix (Fin 3) (Fin 3) ℂ := !![1, 0, 0; 0, -1, 0; 0, 0, -1]
```

Spin is indexed by $\sigma=0$ (up) or $1$ (down), so the matching site state is $s=\sigma+1$, written `σ.succ`. On the left, $c_{L\sigma}=X^{0s}\otimes1$.

```lean
/-- Annihilation of an electron of spin `σ` (0 up, 1 down) on the left site. -/
def cLeft (σ : Fin 2) : Op := hubbardX 0 σ.succ ⊗ₖ 1
```

With the left site ordered first, $c_{R\sigma}=P\otimes X^{0s}$. The adjoints create electrons only on empty sites.

```lean
/-- Annihilation of an electron of spin `σ` on the right site, with the fermionic sign
from the left site. -/
def cRight (σ : Fin 2) : Op := parity ⊗ₖ hubbardX 0 σ.succ
```

For either site, $n=\sum_\sigma c_\sigma^\dagger c_\sigma$.

```lean
/-- The electron number of the site with annihilators `c`. -/
def number (c : Fin 2 → Op) : Op := ∑ σ, (c σ)ᴴ * c σ
```

Likewise $S^z=\tfrac12(c_0^\dagger c_0-c_1^\dagger c_1)$, with $\hbar=1$.

```lean
/-- The spin component `S^z` of the site with annihilators `c`. -/
def spinZ (c : Fin 2 → Op) : Op := (1 / 2 : ℂ) • ((c 0)ᴴ * c 0 - (c 1)ᴴ * c 1)
```

Hopping is $K=\sum_\sigma(c_{L\sigma}^\dagger c_{R\sigma}+c_{R\sigma}^\dagger c_{L\sigma})$.

```lean
/-- Hopping of electrons between the two sites, in both directions. -/
def hopping : Op := ∑ σ, ((cLeft σ)ᴴ * cRight σ + (cRight σ)ᴴ * cLeft σ)
```

With $S^+=c_0^\dagger c_1$ and $S^-=c_1^\dagger c_0$, the exchange term is $E=S^z_LS^z_R+\tfrac12(S^+_LS^-_R+S^-_LS^+_R)-\tfrac14n_Ln_R$.

```lean
/-- The exchange term `Si.Sj - ni nj / 4`, with the transverse part written in spin flips. -/
def exchange : Op :=
  spinZ cLeft * spinZ cRight
    + (1 / 2 : ℂ) • (((cLeft 0)ᴴ * cLeft 1) * ((cRight 1)ᴴ * cRight 0)
      + ((cLeft 1)ᴴ * cLeft 0) * ((cRight 0)ᴴ * cRight 1))
    - (1 / 4 : ℂ) • (number cLeft * number cRight)
```

The bond Hamiltonian is $H(t,J)=-tK+JE$. The parameters may be complex; real ones make it Hermitian.

```lean
/-- The t-J Hamiltonian of one bond. -/
def bondHamiltonian (t J : ℂ) : Op := (-t) • hopping + J • exchange
```

## The swap and the supercharges

The exchange sign is $\varepsilon(a,b)=-1$ if both sites are occupied, and $+1$ otherwise.

```lean
/-- The sign of exchanging the two sites: minus when both carry an electron. -/
def exchangeSign (p : Fin 3 × Fin 3) : ℂ := if p.1 = 0 ∨ p.2 = 0 then 1 else -1
```

The swap is defined independently of the electron operators, by $\Pi|a,b\rangle=\varepsilon(a,b)|b,a\rangle$.

```lean
/-- The graded swap: it exchanges the states of the two sites, with the exchange sign. -/
def gradedSwap : Op := Matrix.of fun p q => if p = q.swap then exchangeSign q else 0
```

The total number is $N=n_L+n_R$.

```lean
/-- The number of electrons on the bond. -/
def totalNumber : Op := number cLeft + number cRight
```

The supercharges are $Q_\sigma=c_{L\sigma}+c_{R\sigma}$.

```lean
/-- The supercharge of spin `σ`: it removes an electron from the bond, in the even
superposition of the two sites. -/
def supercharge (σ : Fin 2) : Op := cLeft σ + cRight σ
```

## Reduction to Hubbard operators

Put $r=\tau+1$. Multiplying Kronecker factors gives $c_{L\sigma}^\dagger c_{L\tau}=X^{sr}\otimes1$. On the right the sign string disappears because $P^\dagger P=1$, leaving $1\otimes X^{sr}$. The proof checks the one-site products entry by entry.

```lean
/-- Creation after annihilation on the same site is a Hubbard operator of that site. -/
theorem onsite_bilinear (σ τ : Fin 2) :
    (cLeft σ)ᴴ * cLeft τ = hubbardX σ.succ τ.succ ⊗ₖ 1 ∧
    (cRight σ)ᴴ * cRight τ = 1 ⊗ₖ hubbardX σ.succ τ.succ := by
  have hX : (hubbardX 0 σ.succ)ᴴ * hubbardX 0 τ.succ = hubbardX σ.succ τ.succ := by
    ext i j
    fin_cases σ <;> fin_cases τ <;> fin_cases i <;> fin_cases j <;>
      simp [hubbardX, Matrix.mul_apply]
  -- the parity string squares to one
  have hF : parityᴴ * parity = 1 := by
    ext i j
    fin_cases i <;> fin_cases j <;> simp [parity, Matrix.mul_apply, Fin.sum_univ_three]
  constructor
  · simp only [cLeft, conjTranspose_kronecker, ← mul_kronecker_mul, hX, conjTranspose_one,
      one_mul]
  · simp only [cRight, conjTranspose_kronecker, ← mul_kronecker_mul, hX, hF]
```

In hopping, the string meets only an empty left site: $X^{s0}P=X^{s0}$ and $PX^{0s}=X^{0s}$. Hence $K=\sum_\sigma(X^{s0}\otimes X^{0s}+X^{0s}\otimes X^{s0})$.

```lean
/-- Hopping moves an electron to the empty neighbour with a plus sign. -/
theorem hopping_eq : hopping = ∑ σ : Fin 2,
    (hubbardX σ.succ 0 ⊗ₖ hubbardX 0 σ.succ + hubbardX 0 σ.succ ⊗ₖ hubbardX σ.succ 0) := by
  have h1 (σ : Fin 2) : (hubbardX 0 σ.succ)ᴴ = hubbardX σ.succ 0 := by
    ext i j
    fin_cases σ <;> fin_cases i <;> fin_cases j <;> simp [hubbardX]
  have h2 (σ : Fin 2) : hubbardX σ.succ 0 * parity = hubbardX σ.succ 0 := by
    ext i j
    fin_cases σ <;> fin_cases i <;> fin_cases j <;>
      simp [hubbardX, parity, Matrix.mul_apply]
  have h3 (σ : Fin 2) : parityᴴ * hubbardX 0 σ.succ = hubbardX 0 σ.succ := by
    ext i j
    fin_cases σ <;> fin_cases i <;> fin_cases j <;>
      simp [hubbardX, parity, Matrix.mul_apply]
  simp only [hopping, cLeft, cRight, conjTranspose_kronecker, ← mul_kronecker_mul,
    conjTranspose_one, h1, h2, h3, one_mul, mul_one]
```

The diagonal part of $E$ is

$$S^z_LS^z_R-\tfrac14n_Ln_R=-\tfrac12\left(X^{11}\otimes X^{22}+X^{22}\otimes X^{11}\right),$$

since the parallel contributions cancel. The spin flips add $\tfrac12(X^{12}\otimes X^{21}+X^{21}\otimes X^{12})$. In the proof, `module` collects these coefficients.

```lean
/-- The exchange term acts on antiparallel spins only: it flips both with weight 1/2 and
has the diagonal element -1/2. -/
theorem exchange_eq : exchange = (1 / 2 : ℂ) •
    (hubbardX 1 2 ⊗ₖ hubbardX 2 1 + hubbardX 2 1 ⊗ₖ hubbardX 1 2
      - hubbardX 1 1 ⊗ₖ hubbardX 2 2 - hubbardX 2 2 ⊗ₖ hubbardX 1 1) := by
  have hL := fun σ τ => (onsite_bilinear σ τ).1
  have hR := fun σ τ => (onsite_bilinear σ τ).2
  simp only [exchange, spinZ, number, Fin.sum_univ_two, hL, hR, Fin.succ_zero_eq_one,
    Fin.succ_one_eq_two, smul_mul_assoc, mul_smul_comm, sub_mul, mul_sub, add_mul, mul_add,
    ← mul_kronecker_mul, one_mul, mul_one]
  module
```

## The swap identity

Two swaps restore the labels, and $\varepsilon(b,a)\varepsilon(a,b)=1$, so $\Pi^2=1$.

```lean
/-- The graded swap squares to one. -/
theorem gradedSwap_sq : gradedSwap * gradedSwap = 1 := by
  have hs (q : Fin 3 × Fin 3) : exchangeSign q.swap * exchangeSign q = 1 := by
    obtain ⟨a, b⟩ := q
    fin_cases a <;> fin_cases b <;> simp [exchangeSign]
  ext p q
  by_cases h : p = q
  · subst h
    simp [gradedSwap, Matrix.mul_apply, hs]
  · simp [gradedSwap, Matrix.mul_apply, h]
```

Only $|0,0\rangle$, $|1,1\rangle$ and $|2,2\rangle$ contribute to the trace: $1-1-1=-1$.

```lean
/-- The graded swap has trace -1 on the nine states. -/
theorem gradedSwap_trace : gradedSwap.trace = -1 := by
  simp [Matrix.trace, Fintype.sum_prod_type, Fin.sum_univ_three, gradedSwap, exchangeSign]
```

Now compare both sides of $\Pi=K-2E+1-n_L-n_R$. On the vacuum both give 1; on one electron both give $K$; on a parallel pair both give $-1$. On an antiparallel pair, $-2E$ is $1$ minus the label swap, and the density term removes the 1. Lean compares all matrix elements by cases.

```lean
/-- The graded swap in terms of hopping, exchange and the electron numbers. -/
theorem gradedSwap_eq :
    gradedSwap = hopping - (2 : ℂ) • exchange + (1 - number cLeft - number cRight) := by
  have hL := fun σ τ => (onsite_bilinear σ τ).1
  have hR := fun σ τ => (onsite_bilinear σ τ).2
  rw [hopping_eq, exchange_eq]
  simp only [number, Fin.sum_univ_two, hL, hR, Fin.succ_zero_eq_one, Fin.succ_one_eq_two]
  -- compare all matrix elements
  ext ⟨a, b⟩ ⟨c, d⟩
  fin_cases a <;> fin_cases b <;> fin_cases c <;> fin_cases d <;>
    simp [gradedSwap, exchangeSign, hubbardX]
```

Multiplying by $-t$ and rearranging gives $H(t,2t)=-t\Pi+t(1-n_L-n_R)$. The identity does not test the parity string: with $P$ replaced by 1 in $c_{R\sigma}$, the operators $K$, $E$, $n_L$ and $n_R$ are unchanged. The string does matter for the supercharges below.

```lean
/-- At `J = 2t` the t-J bond is `-t` times the graded swap plus `t (1 - ni - nj)`. -/
theorem supersymmetric_bond (t : ℂ) :
    bondHamiltonian t (2 * t)
      = (-t) • gradedSwap + t • (1 - number cLeft - number cRight) := by
  rw [gradedSwap_eq, bondHamiltonian]
  module
```

## When the bond commutes with a supercharge

First, $\Pi c_{L\sigma}=c_{R\sigma}\Pi$. Acting on $|s,b\rangle$, both sides give $|b,0\rangle$, because for occupied $b$ the exchange sign cancels the parity sign; on other states both vanish. Using $\Pi^2=1$, also $\Pi c_{R\sigma}=c_{L\sigma}\Pi$. Adding the two gives $\Pi Q_\sigma=Q_\sigma\Pi$.

```lean
/-- The graded swap commutes with the supercharges. -/
theorem gradedSwap_supercharge (σ : Fin 2) :
    gradedSwap * supercharge σ = supercharge σ * gradedSwap := by
  -- the swap carries the left annihilator into the right one
  have h1 : gradedSwap * cLeft σ = cRight σ * gradedSwap := by
    ext p q
    have hl : (gradedSwap * cLeft σ) p q = exchangeSign p.swap * cLeft σ p.swap q := by
      rw [Matrix.mul_apply, Fintype.sum_eq_single p.swap]
      · simp [gradedSwap]
      · intro r hr
        have hp : p ≠ r.swap := fun h => hr (by rw [h, Prod.swap_swap])
        simp [gradedSwap, hp]
    have hr : (cRight σ * gradedSwap) p q = cRight σ p q.swap * exchangeSign q := by
      simp [gradedSwap, Matrix.mul_apply]
    rw [hl, hr]
    obtain ⟨a, b⟩ := p
    obtain ⟨c, d⟩ := q
    fin_cases σ <;> fin_cases a <;> fin_cases b <;> fin_cases c <;> fin_cases d <;>
      simp [exchangeSign, cLeft, cRight, hubbardX, parity]
  have h2 : gradedSwap * cRight σ = cLeft σ * gradedSwap := by
    calc gradedSwap * cRight σ = gradedSwap * (cRight σ * gradedSwap) * gradedSwap := by
          rw [mul_assoc, mul_assoc (cRight σ), gradedSwap_sq, mul_one]
      _ = cLeft σ * gradedSwap := by
          rw [← h1, ← mul_assoc, gradedSwap_sq, one_mul]
  rw [supercharge, mul_add, add_mul, h1, h2, add_comm]
```

For arbitrary $t,J,\mu$, write

$$H(t,J)+\mu N=-t\Pi+t+(\mu-t)N+(J-2t)E .$$

The first two terms commute with $Q_\sigma$, which settles sufficiency. Conversely, let $\bar s$ be the state of opposite spin. The commutator's elements from $|s,0\rangle$ to $|0,0\rangle$ and from $|s,\bar s\rangle$ to $|0,\bar s\rangle$ give

$$-(\mu-t)=0,\qquad -(\mu-t)+\tfrac12(J-2t)=0 .$$

Thus $\mu=t$ and $J=2t$, for either spin.

```lean
/-- The t-J bond with the term `μ (ni + nj)` added commutes with a supercharge exactly when
`J = 2t` and `μ = t`. -/
theorem supersymmetric_iff (t J μ : ℂ) (σ : Fin 2) :
    Commute (bondHamiltonian t J + μ • totalNumber) (supercharge σ) ↔ J = 2 * t ∧ μ = t := by
  have hH : bondHamiltonian t J + μ • totalNumber = (-t) • gradedSwap + t • (1 : Op)
      + (μ - t) • totalNumber + (J - 2 * t) • exchange := by
    rw [gradedSwap_eq, bondHamiltonian, totalNumber]
    module
  have hS := gradedSwap_supercharge σ
  rw [hH]
  constructor
  · intro h
    have h' := h.eq
    simp only [add_mul, mul_add, smul_mul_assoc, mul_smul_comm, one_mul, mul_one, hS] at h'
    have hc : (μ - t) • (totalNumber * supercharge σ - supercharge σ * totalNumber)
        + (J - 2 * t) • (exchange * supercharge σ - supercharge σ * exchange) = 0 := by
      linear_combination (norm := module) h'
    have hN : totalNumber = hubbardX 1 1 ⊗ₖ 1 + hubbardX 2 2 ⊗ₖ 1
        + (1 ⊗ₖ hubbardX 1 1 + 1 ⊗ₖ hubbardX 2 2) := by
      simp only [totalNumber, number, Fin.sum_univ_two, (onsite_bilinear _ _).1,
        (onsite_bilinear _ _).2, Fin.succ_zero_eq_one, Fin.succ_one_eq_two]
    -- from one electron to the vacuum, and from an antiparallel pair to one electron
    have e1 := congrFun (congrFun hc (0, 0)) (σ.succ, 0)
    have e2 := congrFun (congrFun hc (0, (1 - σ).succ)) (σ.succ, (1 - σ).succ)
    have n1 : (totalNumber * supercharge σ - supercharge σ * totalNumber)
        (0, 0) (σ.succ, 0) = -1 := by
      rw [hN]
      fin_cases σ <;> simp [supercharge, cLeft, cRight, hubbardX, parity, Matrix.mul_apply,
        Fintype.sum_prod_type, Fin.sum_univ_three, Matrix.one_apply] <;> norm_num
    have x1 : (exchange * supercharge σ - supercharge σ * exchange)
        (0, 0) (σ.succ, 0) = 0 := by
      rw [exchange_eq]
      fin_cases σ <;> simp [supercharge, cLeft, cRight, hubbardX, parity, Matrix.mul_apply,
        Fintype.sum_prod_type, Fin.sum_univ_three, Matrix.one_apply] <;> norm_num
    have n2 : (totalNumber * supercharge σ - supercharge σ * totalNumber)
        (0, (1 - σ).succ) (σ.succ, (1 - σ).succ) = -1 := by
      rw [hN]
      fin_cases σ <;> simp [supercharge, cLeft, cRight, hubbardX, parity, Matrix.mul_apply,
        Fintype.sum_prod_type, Fin.sum_univ_three, Matrix.one_apply] <;> norm_num
    have x2 : (exchange * supercharge σ - supercharge σ * exchange)
        (0, (1 - σ).succ) (σ.succ, (1 - σ).succ) = 1 / 2 := by
      rw [exchange_eq]
      fin_cases σ <;> simp [supercharge, cLeft, cRight, hubbardX, parity, Matrix.mul_apply,
        Fintype.sum_prod_type, Fin.sum_univ_three, Matrix.one_apply] <;> norm_num
    rw [Matrix.add_apply, Matrix.smul_apply, Matrix.smul_apply, n1, x1, Matrix.zero_apply,
      smul_eq_mul, smul_eq_mul] at e1
    rw [Matrix.add_apply, Matrix.smul_apply, Matrix.smul_apply, n2, x2, Matrix.zero_apply,
      smul_eq_mul, smul_eq_mul] at e2
    exact ⟨by linear_combination 2 * e2 - 2 * e1, by linear_combination -e1⟩
  · rintro ⟨hJ, hμ⟩
    change _ * _ = _ * _
    simp only [hJ, hμ, sub_self, zero_smul, add_zero, add_mul, mul_add, smul_mul_assoc,
      mul_smul_comm, one_mul, mul_one, hS]

end

end SupersymmetricTJBond
```

```lean
#print axioms SupersymmetricTJBond.gradedSwap_trace
#print axioms SupersymmetricTJBond.supersymmetric_bond
#print axioms SupersymmetricTJBond.gradedSwap_supercharge
#print axioms SupersymmetricTJBond.supersymmetric_iff
```

```
'SupersymmetricTJBond.gradedSwap_trace' depends on axioms: [propext, Classical.choice, Quot.sound]
'SupersymmetricTJBond.supersymmetric_bond' depends on axioms: [propext, Classical.choice, Quot.sound]
'SupersymmetricTJBond.gradedSwap_supercharge' depends on axioms: [propext, Classical.choice, Quot.sound]
'SupersymmetricTJBond.supersymmetric_iff' depends on axioms: [propext, Classical.choice, Quot.sound]
```

Both conditions match energies. The bonding state $(|s,0\rangle+|0,s\rangle)/\sqrt2$ has energy $\mu-t$, and $Q_\sigma$ takes it to $\sqrt2\,|0,0\rangle$ at energy 0, so any $\mu\ne t$ breaks the symmetry. With $\mu=t$, the singlet $(|1,2\rangle-|2,1\rangle)/\sqrt2$ has energy $2t-J$, while $Q_0$ takes it to a bonding state at energy 0, so any $J\ne2t$ breaks it too. In the limit $t=0$, only the zero operator in this family commutes.

The symmetry established here is that of one bond; the integrability associated with the supersymmetric t-J chain is a separate matter.
